# For two weakly coupled spins 1/2 with density $uI_{1z}+2vI_{1z}I_{2z}$, an ideal 90° pulse on both spins equalizes the doublet lines

**Q:** Take two weakly coupled spins 1/2 whose density, up to a positive scale factor and a multiple of the identity, is $2I_{1z}I_{2z}$, and turn both by 90° about $x$. Each $I_z$ becomes $-I_y$, so this term becomes $2I_{1y}I_{2y}$. A receiver that looks at $I_{1y}$, with spin 2 either up or down, then finds nothing in either line. Is that the whole mechanism?

**A:** Yes. The two-spin term is what makes the lines differ, and at 90° it has no part left that the receiver can see. At a general flip angle $b$, each $I_z$ becomes
$$T=\cos b\,I_z-\sin b\,I_y .$$
The product $2T\otimes T$ then contains $-2\sin b\cos b\,I_{1y}I_{2z}$, which contributes with opposite signs to the two lines. Its coefficient vanishes at 90°.

**Q:** Derive the tilt and the signal for the full density $r=uI_{1z}+2vI_{1z}I_{2z}$, with $u,v$ real.

**A:** The pulse is $P=e^{-ib(I_{1x}+I_{2x})}$. The two terms in the exponent commute, so $P=R\otimes R$ with $R=e^{-ibI_x}$. Write $c=\cos(b/2)$ and $s=\sin(b/2)$. Since $(2I_x)^2=1$, the exponential series gives $R=c-2isI_x$, and $RR^\dagger=c^2+s^2=1$. Then
$$RI_zR^\dagger=c^2I_z-2isc\,[I_x,I_z]+4s^2I_xI_zI_x .$$
With $[I_x,I_z]=-iI_y$ and $4I_xI_zI_x=-I_z$, this is $(c^2-s^2)I_z-2sc\,I_y$, which is $T$ by the double-angle formulas. Therefore
$$PrP^\dagger=u\,T\otimes 1+2v\,T\otimes T .$$

Label a line by $\varepsilon=\pm1$ and observe $I_{1y}(\tfrac12+\varepsilon I_{2z})$. The trace of a Kronecker product is the product of the traces, and the one-spin traces are
$$\mathrm{tr}(I_yT)=-\tfrac12\sin b,\qquad \mathrm{tr}(\tfrac12+\varepsilon I_z)=1,\qquad \mathrm{tr}\big((\tfrac12+\varepsilon I_z)T\big)=\tfrac{\varepsilon}{2}\cos b .$$
The signal is
$$-\tfrac{u}{2}\sin b+2v\left(-\tfrac12\sin b\right)\left(\tfrac{\varepsilon}{2}\cos b\right)=-\tfrac{\sin b}{2}\,(u+\varepsilon v\cos b).$$

**Q:** Now the formal side. Are the operators the usual ones, or symbols with convenient rules?

**A:** They are explicit complex matrices with $\hbar=1$, in the basis where index 0 is spin up.

In Lean 4 with Mathlib:

```lean
import Mathlib

open Matrix
open scoped Kronecker

namespace DoubletFlipAngle

noncomputable section

/-- The x component of a single spin 1/2. -/
def Ix : Matrix (Fin 2) (Fin 2) ℂ := !![0, 1/2; 1/2, 0]

/-- The y component of a single spin 1/2. -/
def Iy : Matrix (Fin 2) (Fin 2) ℂ := !![0, -Complex.I/2; Complex.I/2, 0]

/-- The z component of a single spin 1/2. -/
def Iz : Matrix (Fin 2) (Fin 2) ℂ := !![1/2, 0; 0, -1/2]
```

The pair is indexed by `Fin 2 × Fin 2`, with spin 1 first. An operator on one spin is a Kronecker product with the identity on the other.

```lean
/-- A one-spin operator acting on the first spin of the pair. -/
def spin1 (A : Matrix (Fin 2) (Fin 2) ℂ) : Matrix (Fin 2 × Fin 2) (Fin 2 × Fin 2) ℂ :=
  A ⊗ₖ (1 : Matrix (Fin 2) (Fin 2) ℂ)

/-- A one-spin operator acting on the second spin of the pair. -/
def spin2 (A : Matrix (Fin 2) (Fin 2) ℂ) : Matrix (Fin 2 × Fin 2) (Fin 2 × Fin 2) ℂ :=
  (1 : Matrix (Fin 2) (Fin 2) ℂ) ⊗ₖ A
```

**Q:** The density has trace zero, so it cannot be a density matrix.

**A:** It is the deviation from the fully mixed state up to a positive scale factor, as is customary in magnetic resonance; the actual deviation must be small enough to leave all populations nonnegative. With spin 2 up or down, $r$ reduces to $(u\pm v)I_{1z}$, so $u\pm v$ are, on the same scale, the population differences across the two transitions of spin 1. Coherences before the pulse are not included. Nor is a separate $I_{2z}$ term, which would add nothing to the signal of spin 1 because $\mathrm{tr}\,I_y=0$.

```lean
/-- The density `u I1z + 2 v I1z I2z`. -/
def density (u v : ℝ) : Matrix (Fin 2 × Fin 2) (Fin 2 × Fin 2) ℂ :=
  (u : ℂ) • spin1 Iz + (2 * v : ℂ) • (spin1 Iz * spin2 Iz)
```

**Q:** And the pulse? If the rotation is put in by hand, the result is half assumed.

**A:** The definition is the exponential of the 4×4 generator. The rotation form is proved from it.

```lean
/-- The pulse `exp(-i b (I1x + I2x))` of flip angle `b` on both spins. -/
def pulse (b : ℝ) : Matrix (Fin 2 × Fin 2) (Fin 2 × Fin 2) ℂ :=
  NormedSpace.exp ((-(Complex.I * b)) • (spin1 Ix + spin2 Ix))
```

What is idealised is the generator: it contains no coupling, offset or relaxation, so the pulse is taken as short and strong, with the same flip angle on both spins.

**Q:** Where are the lines? I see no spectrum.

**A:** There is none. For $\varepsilon=\pm1$ the factor $\tfrac12+\varepsilon I_{2z}$ projects onto spin 2 up or down. Under weak coupling these states label the two lines of spin 1, and the trace is the $y$ amplitude of that line immediately after the pulse. Frequencies and line shapes are absent. The definition accepts any real `ε`, but only $\pm1$ has this reading.

```lean
/-- The signal `trace(I1y (1/2 + ε I2z) P r P*)` after the pulse; the two lines of the
doublet of spin 1 are `ε = 1` and `ε = -1`. -/
def lineSignal (ε u v b : ℝ) : ℂ :=
  (spin1 Iy * ((1/2 : ℂ) • 1 + (ε : ℂ) • spin2 Iz) *
    (pulse b * density u v * (pulse b)ᴴ)).trace
```

Two more definitions name the matrices $R$ and $T$ of the derivation.

```lean
/-- The one-spin matrix `c - 2 i s Ix`. -/
def flipMatrix (c s : ℝ) : Matrix (Fin 2) (Fin 2) ℂ :=
  !![(c : ℂ), -Complex.I * s; -Complex.I * s, (c : ℂ)]

/-- The spin operator `cos b Iz - sin b Iy`. -/
def tilted (b : ℝ) : Matrix (Fin 2) (Fin 2) ℂ :=
  (Real.cos b : ℂ) • Iz - (Real.sin b : ℂ) • Iy
```

**Q:** How does the proof get from the exponential to $R\otimes R$?

**A:** It diagonalises instead of summing the series for $R$. The columns of `h` are $(1,1)$ and $(1,-1)$, the eigenvectors of $I_x$ without their factor $1/\sqrt2$; the inverse `g` carries the compensating $1/2$. Thus `h * Iz * g = Ix`, and `h ⊗ₖ h` turns $I_{1z}+I_{2z}$ into $I_{1x}+I_{2x}$.

The exponential of the diagonal matrix is taken entry by entry. Each entry is a product of two phases $e^{\mp ib/2}$, one per spin, so the diagonal matrix is itself a Kronecker product. Changing the basis back gives `flipMatrix` on each spin.

```lean
/-- The pulse on both spins is the product of two equal one-spin rotations
with half the flip angle in their entries. -/
theorem pulse_eq (b : ℝ) :
    pulse b = flipMatrix (Real.cos (b/2)) (Real.sin (b/2)) ⊗ₖ
      flipMatrix (Real.cos (b/2)) (Real.sin (b/2)) := by
  -- the phases acquired by the two eigenstates of `Ix`
  obtain ⟨e, he, e0, e1⟩ : ∃ e : Fin 2 → ℂ,
      (∀ i, Complex.exp (-(Complex.I * b) * (![1/2, -1/2] : Fin 2 → ℂ) i) = e i) ∧
      e 0 = Real.cos (b/2) - Complex.I * Real.sin (b/2) ∧
      e 1 = Real.cos (b/2) + Complex.I * Real.sin (b/2) := by
    refine ⟨_, fun i => rfl, ?_, ?_⟩
    · change Complex.exp (-(Complex.I * b) * (1/2)) = _
      rw [show -(Complex.I * b) * (1/2) = (-((b:ℂ)/2)) * Complex.I by ring,
        Complex.exp_mul_I, Complex.cos_neg, Complex.sin_neg]
      push_cast
      ring
    · change Complex.exp (-(Complex.I * b) * (-1/2)) = _
      rw [show -(Complex.I * b) * (-1/2) = ((b:ℂ)/2) * Complex.I by ring,
        Complex.exp_mul_I]
      push_cast
      ring
  -- the basis change that turns `Iz` into `Ix`
  obtain ⟨h, g, hg, hx, hE⟩ : ∃ h g : Matrix (Fin 2) (Fin 2) ℂ,
      h * g = 1 ∧ h * Iz * g = Ix ∧
      h * diagonal e * g = flipMatrix (Real.cos (b/2)) (Real.sin (b/2)) := by
    refine ⟨!![1, 1; 1, -1], !![1/2, 1/2; 1/2, -1/2], ?_, ?_, ?_⟩
    · ext i j
      fin_cases i <;> fin_cases j <;> simp [Matrix.mul_apply, Fin.sum_univ_two] <;> ring
    · ext i j
      fin_cases i <;> fin_cases j <;>
        simp [Iz, Ix, Matrix.mul_apply, Fin.sum_univ_two] <;> ring
    · ext i j
      fin_cases i <;> fin_cases j <;>
        simp [flipMatrix, Matrix.mul_apply, Fin.sum_univ_two, Matrix.vecMul_diagonal, e0, e1]
          <;> ring
  have hWV : (h ⊗ₖ h) * (g ⊗ₖ g) = 1 := by
    rw [← Matrix.mul_kronecker_mul, hg, Matrix.one_kronecker_one]
  have hinv : (h ⊗ₖ h)⁻¹ = g ⊗ₖ g := Matrix.inv_eq_right_inv hWV
  have hU : IsUnit (h ⊗ₖ h) := ⟨⟨_, _, hWV, mul_eq_one_comm.mp hWV⟩, rfl⟩
  have hd : (-(Complex.I * b)) • (spin1 Iz + spin2 Iz) =
      diagonal (fun p : Fin 2 × Fin 2 => -(Complex.I * b) *
        ((![1/2, -1/2] : Fin 2 → ℂ) p.1 + (![1/2, -1/2] : Fin 2 → ℂ) p.2)) := by
    ext ⟨i, j⟩ ⟨k, l⟩
    fin_cases i <;> fin_cases j <;> fin_cases k <;> fin_cases l <;>
      simp [spin1, spin2, Iz]
  have key : (-(Complex.I * b)) • (spin1 Ix + spin2 Ix) =
      (h ⊗ₖ h) * ((-(Complex.I * b)) • (spin1 Iz + spin2 Iz)) * (h ⊗ₖ h)⁻¹ := by
    rw [hinv, Matrix.mul_smul, Matrix.smul_mul, Matrix.mul_add, Matrix.add_mul]
    simp only [spin1, spin2, ← Matrix.mul_kronecker_mul, mul_one, hg, hx]
  have hexp : NormedSpace.exp (fun p : Fin 2 × Fin 2 => -(Complex.I * b) *
        ((![1/2, -1/2] : Fin 2 → ℂ) p.1 + (![1/2, -1/2] : Fin 2 → ℂ) p.2)) =
      fun p => e p.1 * e p.2 := by
    funext p
    first
      | rw [Pi.exp_apply]
      | rw [NormedSpace.Pi.exp_apply]
      | rw [Pi.coe_exp]
    rw [← Complex.exp_eq_exp_ℂ, mul_add, Complex.exp_add, he, he]
  have hk := Matrix.diagonal_kronecker_diagonal e e
  rw [pulse, key, Matrix.exp_conj _ _ hU, hd, Matrix.exp_diagonal, hexp, ← hk, hinv,
    ← Matrix.mul_kronecker_mul, ← Matrix.mul_kronecker_mul, hE]
```

**Q:** Then unitarity and the tilt?

**A:** Both are checked entry by entry, using $i^2=-1$. Unitarity also needs $c^2+s^2=1$; the tilt formula holds for any real $c$ and $s$.

```lean
/-- The one-spin matrix `c - 2 i s Ix` is unitary when `c² + s² = 1`. -/
theorem flipMatrix_unitary (c s : ℝ) (h : c^2 + s^2 = 1) :
    flipMatrix c s * (flipMatrix c s)ᴴ = 1 := by
  have h' : (c:ℂ)^2 + (s:ℂ)^2 = 1 := by exact_mod_cast h
  ext i j
  fin_cases i <;> fin_cases j <;>
    simp [flipMatrix, Matrix.mul_apply, Fin.sum_univ_two] <;>
    first
      | ring1
      | linear_combination h' - (s:ℂ)^2 * Complex.I_sq

/-- For `F = c - 2 i s Ix` with conjugate transpose `F*`, the product `F Iz F*` equals `(c² - s²) Iz
- 2 s c Iy`. -/
theorem flipMatrix_conj_Iz (c s : ℝ) :
    flipMatrix c s * Iz * (flipMatrix c s)ᴴ =
      ((c^2 - s^2 : ℝ) : ℂ) • Iz - ((2 * s * c : ℝ) : ℂ) • Iy := by
  ext i j
  fin_cases i <;> fin_cases j <;>
    simp [flipMatrix, Iz, Iy, Matrix.mul_apply, Fin.sum_univ_two] <;>
    first
      | ring1
      | linear_combination ((s:ℂ)^2/2) * Complex.I_sq
      | linear_combination (-(s:ℂ)^2/2) * Complex.I_sq
```

For the density, the proof inserts the half angles and applies the double-angle formulas. Unitarity removes the pulse from spin 2 in the $u$ term, while the $v$ term has both factors tilted.

```lean
/-- The pulse tilts every `Iz` factor of the density into `cos b Iz - sin b Iy`. -/
theorem pulse_conj_density (u v b : ℝ) :
    pulse b * density u v * (pulse b)ᴴ =
      (u : ℂ) • (tilted b ⊗ₖ (1 : Matrix (Fin 2) (Fin 2) ℂ)) +
        (2 * v : ℂ) • (tilted b ⊗ₖ tilted b) := by
  have hU := flipMatrix_unitary (Real.cos (b/2)) (Real.sin (b/2)) (Real.cos_sq_add_sin_sq _)
  have hT := flipMatrix_conj_Iz (Real.cos (b/2)) (Real.sin (b/2))
  -- double-angle formulas restore the full flip angle
  rw [← Real.cos_two_mul', ← Real.sin_two_mul, show 2 * (b/2) = b by ring] at hT
  change _ = tilted b at hT
  rw [pulse_eq, Matrix.conjTranspose_kronecker, density]
  simp only [spin1, spin2, Matrix.mul_add, Matrix.add_mul, Matrix.mul_smul, Matrix.smul_mul,
    ← Matrix.mul_kronecker_mul, mul_one, one_mul, hU, hT]
```

**Q:** So the signal formula is the trace calculation you gave?

**A:** Yes. `hop` writes the observable as one Kronecker product, and `t1`, `t2` and `t3` are the three one-spin traces, in the order above. The statement equates the complex trace with a real number, so it also says that the imaginary part vanishes.

```lean
/-- The signal after a pulse of flip angle `b` is `-(sin b / 2)(u + ε v cos b)`. -/
theorem lineSignal_eq (ε u v b : ℝ) :
    lineSignal ε u v b = ((-(Real.sin b / 2) * (u + ε * v * Real.cos b) : ℝ) : ℂ) := by
  have hop : spin1 Iy * ((1/2 : ℂ) • 1 + (ε : ℂ) • spin2 Iz) =
      Iy ⊗ₖ ((1/2 : ℂ) • (1 : Matrix (Fin 2) (Fin 2) ℂ) + (ε : ℂ) • Iz) := by
    rw [Matrix.kronecker_add, Matrix.kronecker_smul, Matrix.kronecker_smul, Matrix.mul_add,
      Matrix.mul_smul, Matrix.mul_smul, mul_one, spin1, spin2, ← Matrix.mul_kronecker_mul,
      mul_one, one_mul]
  -- the one-spin traces
  have t1 : ∀ c s : ℂ, (Iy * (c • Iz - s • Iy)).trace = -s/2 := by
    intro c s
    simp [Iy, Iz, Matrix.trace_fin_two]
    linear_combination (s/2) * Complex.I_sq
  have t2 : ((1/2 : ℂ) • (1 : Matrix (Fin 2) (Fin 2) ℂ) + (ε : ℂ) • Iz).trace = 1 := by
    simp [Iz, Matrix.trace_fin_two]
    try ring
  have t3 : ∀ c s : ℂ, (((1/2 : ℂ) • (1 : Matrix (Fin 2) (Fin 2) ℂ) + (ε : ℂ) • Iz) *
      (c • Iz - s • Iy)).trace = ε * c / 2 := by
    intro c s
    simp [Iy, Iz, Matrix.trace_fin_two, Matrix.mul_apply, Fin.sum_univ_two]
    ring
  rw [lineSignal, pulse_conj_density, hop, Matrix.mul_add, Matrix.mul_smul, Matrix.mul_smul,
    ← Matrix.mul_kronecker_mul, ← Matrix.mul_kronecker_mul, mul_one, Matrix.trace_add,
    Matrix.trace_smul, Matrix.trace_smul, Matrix.trace_kronecker, Matrix.trace_kronecker,
    tilted, t1, t2, t3, smul_eq_mul, smul_eq_mul]
  push_cast
  ring
```

**Q:** What exactly is claimed at 90°?

**A:** Both lines have the signal $-u/2$, for every real $u$ and $v$. If $u=0$, both are zero, as in the case you began with. The proof substitutes $\sin(\pi/2)=1$ and $\cos(\pi/2)=0$.

```lean
/-- After a 90 degree pulse both lines of the doublet have the signal `-u/2`,
for every `u` and `v`. -/
theorem ninety_degree_equalizes (u v : ℝ) :
    lineSignal 1 u v (Real.pi/2) = ((-u/2 : ℝ) : ℂ) ∧
      lineSignal (-1) u v (Real.pi/2) = ((-u/2 : ℝ) : ℂ) := by
  constructor <;>
  · rw [lineSignal_eq, Real.sin_pi_div_two, Real.cos_pi_div_two]
    congr 1
    ring
```

**Q:** Is 90° the only angle that does this?

**A:** No. The difference between the lines is $-v\sin b\cos b=-\tfrac{v}{2}\sin 2b$, so they agree when $v=0$ or when $b$ is any multiple of 90°. At multiples of 180° they agree because both vanish. The proof is this subtraction, read in both directions.

```lean
/-- The two lines of the doublet have equal signals exactly when `v = 0` or `sin 2b = 0`. -/
theorem lines_equal_iff (u v b : ℝ) :
    lineSignal 1 u v b = lineSignal (-1) u v b ↔ v = 0 ∨ Real.sin (2 * b) = 0 := by
  rw [lineSignal_eq, lineSignal_eq, Complex.ofReal_inj, Real.sin_two_mul, ← mul_eq_zero]
  constructor
  · intro h
    linear_combination (-2) * h
  · intro h
    linear_combination (-1/2) * h
```

**Q:** Then how would I see the populations at all?

**A:** With a small flip angle. Near $b=0$ the signal is $-\tfrac{b}{2}(u+\varepsilon v)$ to first order, so each line is proportional to its own population difference. Take $u=v$, where the $\varepsilon=-1$ transition has no population difference: a small pulse leaves that line without a first-order signal, whereas a 90° pulse makes the two lines equal. The theorem states the derivative at zero, obtained by the product rule from the signal formula; it gives no error bound at finite $b$.

```lean
/-- At zero flip angle the signal grows with the slope `-(u + ε v)/2`. -/
theorem small_flip_angle (ε u v : ℝ) :
    HasDerivAt (fun b : ℝ => lineSignal ε u v b) ((-(u + ε * v)/2 : ℝ) : ℂ) 0 := by
  simp only [lineSignal_eq]
  apply HasDerivAt.ofReal_comp
  have h1 := ((Real.hasDerivAt_sin 0).div_const 2).fun_neg
  have h2 := ((Real.hasDerivAt_cos 0).const_mul (ε * v)).const_add u
  refine (h1.fun_mul h2).congr_deriv ?_
  simp only [Real.sin_zero, Real.cos_zero]
  ring

end

end DoubletFlipAngle
```

```lean
#print axioms DoubletFlipAngle.ninety_degree_equalizes
#print axioms DoubletFlipAngle.lines_equal_iff
#print axioms DoubletFlipAngle.small_flip_angle
```

```
'DoubletFlipAngle.ninety_degree_equalizes' depends on axioms: [propext, Classical.choice, Quot.sound]
'DoubletFlipAngle.lines_equal_iff' depends on axioms: [propext, Classical.choice, Quot.sound]
'DoubletFlipAngle.small_flip_angle' depends on axioms: [propext, Classical.choice, Quot.sound]
```

**Q:** Where would I meet this in an actual calculation?

**A:** In testing a density-matrix program. Build the operators with a Kronecker routine, exponentiate the generator of the pulse, and take one trace per line. At $b=\pi/2$ the two traces should agree to rounding error for any $u$ and $v$; at $b=\pi/3$ they should be $-\tfrac{\sqrt3}{4}(u\pm\tfrac{v}{2})$. The second comparison matters because a program that has lost the two-spin term still passes the first.

For this two-spin model with an ideal pulse, the result also bears on reading simulated intensities: equal lines after a 90° pulse do not imply equal population differences before it.
